# Landau levels of graphene's Dirac Hamiltonian from the ladder algebra

To extract the Fermi velocity from the Landau levels of graphene, one assigns an integer to each measured level and fits the energies to a formula in that integer and the field. The parts below derive the formula for non-interacting electrons near one valley, with a Hamiltonian linear in momentum.

```lean
import Mathlib

open Module.End

namespace GrapheneLandauLevels

noncomputable section

variable {V : Type*} [NormedAddCommGroup V] [InnerProductSpace ℂ V]

/- Remark: the standard instance of the relations below is the pair of oscillator ladder
operators on finite combinations of number states; its construction is left out here. -/
```

In a perpendicular field $B$ the two components of kinetic momentum do not commute. Scaled combinations of them are ladder operators $a$, $a^\dagger$ with $[a,a^\dagger]=1$. They act on a complex inner-product space $V$, not assumed complete, on which both are defined everywhere. `IsLadderPair` records this commutator and $\langle ax,y\rangle=\langle x,a^\dagger y\rangle$; Lean's `ad` is $a^\dagger$.

```lean
/-- Ladder operators: `a` and `ad` are formal adjoints of each other and `[a, ad] = 1`. -/
structure IsLadderPair (a ad : Module.End ℂ V) : Prop where
  adjoint : ∀ x y, inner ℂ (a x) y = inner ℂ x (ad y)
  comm : ∀ x, a (ad x) - ad (a x) = x
```

With $\hbar=e=v_F=1$, where $v_F$ is the Fermi velocity, the energy scale is $s=\sqrt{2B}$.

```lean
/-- The energy scale `√(2B)` for a field `B ≥ 0`, as a complex number. -/
def scale (B : ℝ) : ℂ := (Real.sqrt (2 * B) : ℝ)
```

For sublattice amplitudes $u,v\in V$, the Hamiltonian is $D(u,v)=s\,(av,\,a^\dagger u)$. That this $D$ describes graphene's electrons near one valley is an input. Eigenvectors are non-zero elements of $V\times V$; degeneracies and the spectrum on a completed space are not treated.

```lean
/-- The Dirac-Landau Hamiltonian `D (u, v) = √(2B) (a v, ad u)` on two-component spinors,
for a field `B ≥ 0`. -/
def dirac (B : ℝ) (a ad : Module.End ℂ V) : Module.End ℂ (V × V) :=
  scale B • ((a ∘ₗ LinearMap.snd ℂ V V).prod (ad ∘ₗ LinearMap.fst ℂ V V))
```

### (a) The energy scale

For $B>0$, show that $s\neq0$ and $s^2=2B$.

Since $2B>0$, its real square root is positive and squares to $2B$. Lean transfers both facts to the complex number `scale B`.

```lean
variable {a ad : Module.End ℂ V} {B : ℝ}

/-- For `B > 0` the energy scale is non-zero and its square is `2B`. -/
theorem scale_spec (hB : 0 < B) : scale B ≠ 0 ∧ scale B * scale B = 2 * B := by
  constructor
  · exact Complex.ofReal_ne_zero.mpr (Real.sqrt_pos.mpr (by positivity)).ne'
  · unfold scale
    rw [← Complex.ofReal_mul, Real.mul_self_sqrt (by positivity)]
    simp
```

### (b) Sign of the number operator

Let $a^\dagger a\,v=cv$ with $v\ne0$ and $c$ complex. Show that $\operatorname{Re}c\ge0$.

Adjointness gives
$$\|av\|^2=\langle v,a^\dagger a\,v\rangle=c\,\|v\|^2 .$$
Take real parts: since $\|v\|^2>0$, a negative $\operatorname{Re}c$ would make the right side negative. Lean ends with the same contradiction.

```lean
/-- An eigenvalue of the number operator `ad a` has non-negative real part. -/
theorem number_re_nonneg (h : IsLadderPair a ad) {c : ℂ} {v : V} (hv : v ≠ 0)
    (hc : ad (a v) = c • v) : 0 ≤ c.re := by
  -- the inner product of `v` with `ad (a v)` is the squared norm of `a v`
  have h1 := h.adjoint v (a v)
  rw [hc, inner_smul_right, inner_self_eq_norm_sq_to_K, inner_self_eq_norm_sq_to_K] at h1
  have h2 : ((‖a v‖ ^ 2 : ℝ) : ℂ) = c * ((‖v‖ ^ 2 : ℝ) : ℂ) := by
    push_cast
    exact h1
  have h3 := congrArg Complex.re h2
  simp only [Complex.mul_re, Complex.ofReal_re, Complex.ofReal_im, mul_zero, sub_zero] at h3
  have hpos : 0 < ‖v‖ ^ 2 := by
    have := norm_pos_iff.mpr hv
    positivity
  by_contra hneg
  have h4 := mul_neg_of_neg_of_pos (not_le.mp hneg) hpos
  have h5 := sq_nonneg ‖a v‖
  linarith
```

### (c) States annihilated by raising

Show that $a^\dagger u=0$ implies $u=0$.

The commutator gives $u=aa^\dagger u-a^\dagger a\,u=-a^\dagger a\,u$. If $u\neq0$, then $a^\dagger a$ has eigenvalue $-1$, contrary to (b).

```lean
/-- The raising operator annihilates no non-zero state. -/
theorem raising_injective (h : IsLadderPair a ad) {u : V} (hu : ad u = 0) : u = 0 := by
  by_contra hne
  have h1 := h.comm u
  rw [hu, map_zero, zero_sub] at h1
  have h2 : ad (a u) = (-1 : ℂ) • u := by
    rw [neg_one_smul, ← h1, neg_neg, h1]
  have h3 := number_re_nonneg h hne h2
  norm_num at h3
```

### (d) Counting quanta

Let $a^\dagger a\,v=cv$ with $v\neq0$. Show that $c=n$ for a natural number $n$, and that some $\varphi\ne0$ has $a\varphi=0$.

If $av=0$, then $c=0$ and $\varphi=v$. Otherwise
$$a^\dagger a(av)=(aa^\dagger-1)av=(c-1)\,av,$$
so $av$ is an eigenvector with eigenvalue $c-1$. By (b) this lowering must stop, after $n$ steps say, at eigenvalue $c-n=0$. Lean does this by induction on a natural number $k>\operatorname{Re}c$, with $c$ and $v$ free to change.

```lean
/-- If the number operator `ad a` has an eigenvalue `c`, then `c` is a natural number and
there is a non-zero state annihilated by `a`. -/
theorem number_eigenvalue (h : IsLadderPair a ad) {c : ℂ} {v : V} (hv : v ≠ 0)
    (hc : ad (a v) = c • v) : (∃ n : ℕ, c = n) ∧ ∃ φ : V, φ ≠ 0 ∧ a φ = 0 := by
  obtain ⟨k, hk⟩ := exists_nat_gt c.re
  induction k generalizing c v with
  | zero =>
    have h0 := number_re_nonneg h hv hc
    norm_num at hk
    linarith
  | succ k ih =>
    by_cases hav : a v = 0
    · rw [hav, map_zero] at hc
      have hc0 : c = 0 := (smul_eq_zero.mp hc.symm).resolve_right hv
      exact ⟨⟨0, by simp [hc0]⟩, v, hv, hav⟩
    · -- lowering once reduces the eigenvalue by one
      have h1 : ad (a (a v)) = (c - 1) • a v := by
        have h2 := h.comm (a v)
        rw [hc, map_smul] at h2
        rw [sub_smul, one_smul]
        exact (sub_eq_iff_eq_add.mp h2).symm ▸ (add_sub_cancel_left _ _).symm
      have hk' : (c - 1).re < k := by
        push_cast at hk
        rw [Complex.sub_re, Complex.one_re]
        linarith
      obtain ⟨⟨n, hn⟩, hφ⟩ := ih hav h1 hk'
      refine ⟨⟨n + 1, ?_⟩, hφ⟩
      push_cast
      linear_combination hn
```

### (e) Zero modes

For $B>0$, show that $D(u,v)=0$ exactly when $u=0$ and $av=0$.

As $s\ne0$, the equation means $av=0$ and $a^\dagger u=0$. By (c) the latter is equivalent to $u=0$, so the zero modes of this valley live on one sublattice.

```lean
/-- For `B > 0` the zero-energy states are the spinors whose first component vanishes and
whose second component is annihilated by `a`. -/
theorem zero_modes (h : IsLadderPair a ad) (hB : 0 < B) (u v : V) :
    dirac B a ad (u, v) = 0 ↔ u = 0 ∧ a v = 0 := by
  have hs := (scale_spec hB).1
  change (scale B • a v, scale B • ad u) = (0 : V × V) ↔ _
  rw [Prod.mk_eq_zero, smul_eq_zero_iff_right hs, smul_eq_zero_iff_right hs]
  constructor
  · rintro ⟨h1, h2⟩
    exact ⟨raising_injective h h2, h1⟩
  · rintro ⟨rfl, h1⟩
    exact ⟨h1, map_zero ad⟩
```

### (f) Energies and their signs

Let $B>0$ and let $(u,v)$ be an eigenvector of $D$ with complex eigenvalue $E$. Show that $E^2=2Bn$, where $n$ is the number of quanta in $v\neq0$, and that $(u,-v)$ is an eigenvector for $-E$.

The components read $s\,av=Eu$ and $s\,a^\dagger u=Ev$. If $v=0$, then $a^\dagger u=0$, so $u=0$ by (c), which is excluded. Next,
$$2B\,a^\dagger a\,v=s\,a^\dagger(s\,av)=E\,s\,a^\dagger u=E^2v .$$
This is the `calc` block. So $E^2/(2B)$ is an eigenvalue of $a^\dagger a$, and (d) makes it a natural number $n$. Finally, $s\,a(-v)=-Eu$ and $s\,a^\dagger u=(-E)(-v)$. At $n=0$ the two signs coincide.

```lean
/-- Graphene Landau levels: for `B > 0`, an eigenvector `(u, v)` of energy `E` has
`E² = 2Bn`, where the natural number `n` is the number of quanta in `v`, and `(u, -v)` is an
eigenvector of energy `-E`. -/
theorem landau_levels (h : IsLadderPair a ad) (hB : 0 < B) {E : ℂ} {u v : V}
    (hψ : HasEigenvector (dirac B a ad) E (u, v)) :
    (∃ n : ℕ, E ^ 2 = 2 * B * n ∧ v ≠ 0 ∧ ad (a v) = (n : ℂ) • v) ∧
      HasEigenvector (dirac B a ad) (-E) (u, -v) := by
  obtain ⟨hs, hss⟩ := scale_spec hB
  have h1 : scale B • a v = E • u := congrArg Prod.fst hψ.apply_eq_smul
  have h2 : scale B • ad u = E • v := congrArg Prod.snd hψ.apply_eq_smul
  have hne : (u, v) ≠ (0 : V × V) := hψ.2
  constructor
  · have hv : v ≠ 0 := by
      intro hv
      rw [hv, smul_zero] at h2
      have hu := raising_injective h ((smul_eq_zero.mp h2).resolve_left hs)
      exact hne (by rw [hu, hv]; rfl)
    -- the square of the Hamiltonian acts on `v` as `2B` times the number operator
    have h3 : (2 * B : ℂ) • ad (a v) = (E * E) • v := by
      calc (2 * B : ℂ) • ad (a v) = scale B • ad (scale B • a v) := by
            rw [map_smul, smul_smul, hss]
        _ = E • (scale B • ad u) := by rw [h1, map_smul, smul_comm]
        _ = (E * E) • v := by rw [h2, smul_smul]
    have hB' : (2 * B : ℂ) ≠ 0 := by
      rw [← hss]
      exact mul_ne_zero hs hs
    have h4 : ad (a v) = ((2 * B : ℂ)⁻¹ * (E * E)) • v := by
      rw [← smul_smul, ← h3, inv_smul_smul₀ hB']
    obtain ⟨⟨n, hn⟩, -⟩ := number_eigenvalue h hv h4
    refine ⟨n, ?_, hv, by rw [h4, hn]⟩
    rw [← hn, mul_inv_cancel_left₀ hB', sq]
  · -- reversing the sign of one component reverses the energy
    refine ⟨mem_eigenspace_iff.mpr ?_, fun h0 => hne (by simpa using h0)⟩
    change (scale B • a (-v), scale B • ad u) = ((-E) • u, (-E) • (-v))
    simp only [map_neg, smul_neg, neg_smul, neg_neg, h1, h2]
```

### (g) Lowering a raised vacuum

Let $a\varphi=0$ and $\varphi_n=(a^\dagger)^n\varphi$. Show that $a\varphi_{n+1}=(n+1)\varphi_n$.

First, $a\varphi_1=\varphi+a^\dagger a\varphi=\varphi$. Inductively,
$$a\varphi_{n+2}=\varphi_{n+1}+a^\dagger a\varphi_{n+1}=(n+2)\varphi_{n+1}.$$
For unit $\varphi$, the normalised states $|n\rangle=\varphi_n/\sqrt{n!}$ obey $a|n+1\rangle=\sqrt{n+1}\,|n\rangle$.

```lean
/-- If `a φ = 0`, then `a` sends the unnormalised vector `ad^[n + 1] φ` to `n + 1` times the
unnormalised vector `ad^[n] φ`. -/
theorem lower_raised (h : IsLadderPair a ad) {φ : V} (h0 : a φ = 0) (n : ℕ) :
    a (ad^[n + 1] φ) = ((n : ℂ) + 1) • ad^[n] φ := by
  have key : ∀ x, a (ad x) = x + ad (a x) := fun x => sub_eq_iff_eq_add.mp (h.comm x)
  induction n with
  | zero => simp [key, h0]
  | succ n ih =>
    have e : ad^[n + 1] φ = ad (ad^[n] φ) := Function.iterate_succ_apply' ad n φ
    rw [Function.iterate_succ_apply' ad (n + 1) φ, key, ih, map_smul, ← e]
    push_cast
    module
```

### (h) The complete list of eigenvalues

Let $B>0$ and suppose $D$ has at least one eigenvalue. Show that its eigenvalues are exactly the solutions of $E^2=2Bn$, $n=0,1,2,\dots$

One direction is (f). For the other, an eigenvector for the assumed eigenvalue supplies a vacuum $\varphi$ through (f) and (d); the space $V=\{0\}$ has none. By (c), every $\varphi_k\neq0$. For $E=0$ take $(0,\varphi)$, by (e). For $E^2=2B(n+1)$ take $(E\varphi_n,\,s\varphi_{n+1})$:
$$s\,a(s\varphi_{n+1})=2B(n+1)\varphi_n=E(E\varphi_n),\qquad s\,a^\dagger(E\varphi_n)=E(s\varphi_{n+1}).$$
These are `e1` and `e2`. Normalised, the spinor is $(\pm|n\rangle,|n+1\rangle)/\sqrt2$, with the sign of $E$.

```lean
/-- For `B > 0`, if the Hamiltonian has at least one eigenvalue, then its eigenvalues are
exactly the numbers `E` with `E² = 2Bn` for some natural `n`. -/
theorem full_spectrum (h : IsLadderPair a ad) (hB : 0 < B) {E₀ : ℂ}
    (hE₀ : HasEigenvalue (dirac B a ad) E₀) (E : ℂ) :
    HasEigenvalue (dirac B a ad) E ↔ ∃ n : ℕ, E ^ 2 = 2 * B * n := by
  constructor
  · intro hE
    obtain ⟨⟨u, v⟩, hψ⟩ := hE.exists_hasEigenvector
    obtain ⟨⟨n, hn, -⟩, -⟩ := landau_levels h hB hψ
    exact ⟨n, hn⟩
  · rintro ⟨n, hn⟩
    -- the given eigenvector supplies a vacuum
    obtain ⟨⟨u, v⟩, hψ⟩ := hE₀.exists_hasEigenvector
    obtain ⟨⟨m, -, hv, hm⟩, -⟩ := landau_levels h hB hψ
    obtain ⟨-, φ, hφ, h0⟩ := number_eigenvalue h hv hm
    obtain ⟨hs, hss⟩ := scale_spec hB
    have hne : ∀ k : ℕ, ad^[k] φ ≠ 0 := by
      intro k
      induction k with
      | zero => exact hφ
      | succ k ih =>
        rw [Function.iterate_succ_apply' ad k φ]
        exact fun hk => ih (raising_injective h hk)
    cases n with
    | zero =>
      have hE : E = 0 := by simpa using hn
      refine hasEigenvalue_of_hasEigenvector (x := ((0 : V), φ))
        ⟨mem_eigenspace_iff.mpr ?_, fun hk => hφ (congrArg Prod.snd hk)⟩
      rw [hE, zero_smul]
      exact (zero_modes h hB 0 φ).mpr ⟨rfl, h0⟩
    | succ n =>
      -- the spinor combines the states with `n` and `n + 1` quanta
      push_cast at hn
      have e1 : scale B • a (scale B • ad^[n + 1] φ) = E • (E • ad^[n] φ) := by
        rw [map_smul, lower_raised h h0, smul_smul, smul_smul, smul_smul]
        congr 1
        linear_combination ((n : ℂ) + 1) * hss - hn
      have e2 : scale B • ad (E • ad^[n] φ) = E • (scale B • ad^[n + 1] φ) := by
        rw [map_smul, Function.iterate_succ_apply' ad n φ, smul_comm]
      refine hasEigenvalue_of_hasEigenvector
        (x := (E • ad^[n] φ, scale B • ad^[n + 1] φ))
        ⟨mem_eigenspace_iff.mpr (Prod.ext e1 e2), fun hk => ?_⟩
      exact smul_ne_zero hs (hne (n + 1)) (congrArg Prod.snd hk)

end

end GrapheneLandauLevels
```

```lean
#print axioms GrapheneLandauLevels.landau_levels
#print axioms GrapheneLandauLevels.full_spectrum
```

```
'GrapheneLandauLevels.landau_levels' depends on axioms: [propext, Classical.choice, Quot.sound]
'GrapheneLandauLevels.full_spectrum' depends on axioms: [propext, Classical.choice, Quot.sound]
```

### Fitting the Fermi velocity

In SI units the levels are $E=\pm v_F\sqrt{2e\hbar Bn}$. Measured energies, taken relative to the $n=0$ level, are plotted against $\pm\sqrt{Bn}$, and the slope $v_F\sqrt{2e\hbar}$ yields $v_F$. With $v_F=10^6$ m/s and $B=10$ T, the formula puts the $n=1$ levels about 115 meV above and below zero.
